# In a spinless Hamiltonian with icosahedral rotation symmetry, levels of degeneracy one or two are totally symmetric under the rotations

Take a nondegenerate level. Each rotation $g$ multiplies its state by a number $f(g)$, and $f(gk)=f(g)f(k)$. Numbers commute, but two half-turns $s$ and $t$ about suitable axes do not, so the rotation $sts^{-1}t^{-1}$ differs from the identity and yet has $f=1$. The rotations with $f=1$ form a normal subgroup. The icosahedral rotation group $I\cong A_5$ is simple: its only normal subgroups are the identity alone and the whole group. Hence $f=1$ throughout, and the state is totally symmetric under the rotations. If the molecule also has an inversion centre, inversion may still reverse the sign of the state.

The same holds for twofold levels, because every homomorphism from $A_5$ to the invertible complex $2\times2$ matrices is trivial. If some rotation changes a state vector in a finitely degenerate level, even by a phase alone, that level is therefore at least threefold.

## Checking computed multiplets

In a spinless electronic-structure calculation for an icosahedral molecule, this bound can test how eigenvalues are grouped into levels. If an isolated pair contains a state vector that a rotation changes, the pair is not a complete level of an exactly symmetric Hamiltonian. Possible causes include a discretisation that breaks the symmetry, as a Cartesian grid does, a symmetry-broken mean field, unconverged eigenvectors, or a solver that has returned only part of a larger level.

## From commuting images to threefold degeneracy

Let $f$ be a homomorphism from $I$, and suppose $xy\ne yx$ but $f(x)f(y)=f(y)f(x)$. Then

$$f(xyx^{-1}y^{-1})=f(y)f(x)f(x^{-1})f(y^{-1})=1,$$

so the kernel contains a rotation other than the identity. By simplicity the kernel is all of $I$, and $f$ is trivial.

Now let $f$ take values in the $2\times2$ matrices, and put $A=f(s)$. Since $s^2=1$, we have $A^2=1$. The determinant of $f$ is a homomorphism into numbers, hence trivial, so $\det A=1$. In entries,

$$A_{00}^2+A_{01}A_{10}=1,\qquad A_{00}A_{11}-A_{01}A_{10}=1.$$

Adding these gives $A_{00}(A_{00}+A_{11})=2$, so the trace is nonzero. The off-diagonal entries of $A^2=1$ read $A_{01}(A_{00}+A_{11})=0$ and $A_{10}(A_{00}+A_{11})=0$, so $A_{01}=A_{10}=0$. Then $A_{00}^2=1$ and $A_{00}A_{11}=1$, which leaves $A=\pm1$. Either sign commutes with $f(t)$, so $f$ is trivial.

For a Hamiltonian $H$ commuting with the rotation operators $\rho(g)$, $H\psi=E\psi$ implies $H\rho(g)\psi=E\rho(g)\psi$. Rotations thus act within each level. In a basis of a level of dimension at most two they become matrices of that size, all equal to the identity, so $\rho(g)\psi=\psi$.

## The Lean file

```lean
import Mathlib

open Module

namespace IcosahedralDegeneracy

noncomputable section

/-- The rotation group I of the icosahedron, as the alternating group on five letters. -/
abbrev Icosa := alternatingGroup (Fin 5)

/-- A half-turn of the icosahedron, as a double transposition. -/
def halfTurn : Icosa :=
  ⟨Equiv.swap 0 1 * Equiv.swap 2 3, by rw [Equiv.Perm.mem_alternatingGroup]; decide⟩

/-- A second half-turn, about another axis. -/
def halfTurn' : Icosa :=
  ⟨Equiv.swap 0 2 * Equiv.swap 1 4, by rw [Equiv.Perm.mem_alternatingGroup]; decide⟩

/-- The two chosen half-turns do not commute, and the first one squares to the identity. -/
theorem halfTurn_relations :
    halfTurn * halfTurn' ≠ halfTurn' * halfTurn ∧ halfTurn * halfTurn = 1 :=
  ⟨fun h => absurd (congrArg Subtype.val h) (by decide), Subtype.ext (by decide)⟩

/-- If two non-commuting rotations have commuting images under a homomorphism,
then every rotation is sent to the identity. -/
theorem trivial_of_commuting_images {M : Type*} [Monoid M] (f : Icosa →* M) {x y : Icosa}
    (hxy : x * y ≠ y * x) (h : f x * f y = f y * f x) (g : Icosa) : f g = 1 := by
  -- the commutator of x and y lies in the kernel
  have hk : x * y * x⁻¹ * y⁻¹ ∈ f.ker := by
    rw [MonoidHom.mem_ker]
    calc f (x * y * x⁻¹ * y⁻¹) = f x * f y * f x⁻¹ * f y⁻¹ := by simp only [map_mul]
      _ = f (y * x * x⁻¹ * y⁻¹) := by rw [h]; simp only [map_mul]
      _ = 1 := by simp
  -- the group is simple, so the kernel is trivial or everything
  have hn : f.ker.Normal := inferInstance
  rcases hn.eq_bot_or_eq_top with hb | ht
  · rw [hb, Subgroup.mem_bot] at hk
    exact absurd (mul_inv_eq_iff_eq_mul.mp (mul_inv_eq_one.mp hk)) hxy
  · have hg : g ∈ f.ker := by rw [ht]; exact Subgroup.mem_top g
    exact hg

/-- A complex 2 x 2 matrix with square one and determinant one is plus or minus the identity. -/
theorem involution_eq_one_or_neg_one (A : Matrix (Fin 2) (Fin 2) ℂ)
    (h : A * A = 1) (hdet : A.det = 1) : A = 1 ∨ A = -1 := by
  have e00 : A 0 0 * A 0 0 + A 0 1 * A 1 0 = 1 := by
    have := congrFun (congrFun h 0) 0
    simpa [Matrix.mul_apply, Fin.sum_univ_two] using this
  have e01 : A 0 0 * A 0 1 + A 0 1 * A 1 1 = 0 := by
    have := congrFun (congrFun h 0) 1
    simpa [Matrix.mul_apply, Fin.sum_univ_two] using this
  have e10 : A 1 0 * A 0 0 + A 1 1 * A 1 0 = 0 := by
    have := congrFun (congrFun h 1) 0
    simpa [Matrix.mul_apply, Fin.sum_univ_two] using this
  rw [Matrix.det_fin_two] at hdet
  -- the trace cannot vanish, so the off-diagonal entries do
  have ht : A 0 0 * (A 0 0 + A 1 1) = 2 := by linear_combination e00 + hdet
  have hs : A 0 0 + A 1 1 ≠ 0 := by
    intro h0
    rw [h0, mul_zero] at ht
    norm_num at ht
  have hb : A 0 1 = 0 := (mul_eq_zero.mp
    (show A 0 1 * (A 0 0 + A 1 1) = 0 by linear_combination e01)).resolve_right hs
  have hc : A 1 0 = 0 := (mul_eq_zero.mp
    (show A 1 0 * (A 0 0 + A 1 1) = 0 by linear_combination e10)).resolve_right hs
  have hq : (A 0 0 - 1) * (A 0 0 + 1) = 0 := by linear_combination e00 - A 1 0 * hb
  rcases mul_eq_zero.mp hq with h1 | h1
  · left
    have ha : A 0 0 = 1 := by linear_combination h1
    have hd : A 1 1 = 1 := by linear_combination hdet + A 1 0 * hb - A 1 1 * ha
    ext i j
    fin_cases i <;> fin_cases j <;> simp [ha, hb, hc, hd]
  · right
    have ha : A 0 0 = -1 := by linear_combination h1
    have hd : A 1 1 = -1 := by linear_combination -hdet - A 1 0 * hb + A 1 1 * ha
    ext i j
    fin_cases i <;> fin_cases j <;> simp [ha, hb, hc, hd]

/-- Every complex matrix representation of I of dimension at most two is trivial. -/
theorem matrix_rep_trivial {n : ℕ} (hn : n ≤ 2)
    (f : Icosa →* Matrix (Fin n) (Fin n) ℂ) (g : Icosa) : f g = 1 := by
  obtain rfl | rfl | rfl : n = 0 ∨ n = 1 ∨ n = 2 := by omega
  · ext i j
    exact i.elim0
  · refine trivial_of_commuting_images f halfTurn_relations.1 ?_ g
    ext i j
    fin_cases i
    fin_cases j
    simp [Matrix.mul_apply, mul_comm]
  · -- the determinant is a one-dimensional representation, hence trivial
    have hdet : (f halfTurn).det = 1 :=
      trivial_of_commuting_images (Matrix.detMonoidHom.comp f) halfTurn_relations.1
        (mul_comm _ _) halfTurn
    have hsq : f halfTurn * f halfTurn = 1 := by
      rw [← map_mul, halfTurn_relations.2, map_one]
    -- the half-turn is represented by a central matrix
    refine trivial_of_commuting_images f halfTurn_relations.1 ?_ g
    rcases involution_eq_one_or_neg_one _ hsq hdet with h | h <;> rw [h] <;> simp

/-- Every homomorphism from I to the invertible complex 2 x 2 matrices is trivial. -/
theorem hom_GL_two_trivial (ρ : Icosa →* GL (Fin 2) ℂ) : ρ = 1 :=
  MonoidHom.ext fun g =>
    Units.ext (matrix_rep_trivial le_rfl ((Units.coeHom _).comp ρ) g)

variable {V : Type*} [AddCommGroup V] [Module ℂ V]

/-- The Hamiltonian `H` commutes with every rotation in the action `ρ`. -/
def IsSymmetric (ρ : Icosa →* End ℂ V) (H : End ℂ V) : Prop :=
  ∀ g, H * ρ g = ρ g * H

/-- The action of the rotations on the states of a single energy level. -/
def levelRep (ρ : Icosa →* End ℂ V) (H : End ℂ V) (hH : IsSymmetric ρ H) (E : ℂ) :
    Icosa →* End ℂ (End.eigenspace H E) where
  toFun g := (ρ g).restrict (p := End.eigenspace H E) (q := End.eigenspace H E) (by
    intro ψ hψ
    rw [End.mem_eigenspace_iff] at hψ ⊢
    have h : H (ρ g ψ) = ρ g (H ψ) := LinearMap.congr_fun (hH g) ψ
    rw [h, hψ, map_smul])
  map_one' := LinearMap.ext fun ψ => Subtype.ext (by
    change ρ 1 ψ.1 = ψ.1
    rw [map_one]; rfl)
  map_mul' g k := LinearMap.ext fun ψ => Subtype.ext (by
    change ρ (g * k) ψ.1 = ρ g (ρ k ψ.1)
    rw [map_mul]; rfl)

/-- In a level of an I-symmetric Hamiltonian with degeneracy at most two, every state vector is left
unchanged by every rotation. -/
theorem level_totally_symmetric (ρ : Icosa →* End ℂ V) (H : End ℂ V)
    (hH : IsSymmetric ρ H) (E : ℂ) [FiniteDimensional ℂ (End.eigenspace H E)]
    (hE : finrank ℂ (End.eigenspace H E) ≤ 2) {ψ : V} (hψ : ψ ∈ End.eigenspace H E)
    (g : Icosa) : ρ g ψ = ψ := by
  -- write the action on the level as matrices in a basis
  let φ := LinearMap.toMatrixAlgEquiv (finBasis ℂ (End.eigenspace H E))
  let f : Icosa →* Matrix (Fin (finrank ℂ (End.eigenspace H E)))
      (Fin (finrank ℂ (End.eigenspace H E))) ℂ :=
    { toFun := fun k => φ (levelRep ρ H hH E k)
      map_one' := by rw [map_one, map_one]
      map_mul' := fun a b => by rw [map_mul, map_mul] }
  have h1 : φ (levelRep ρ H hH E g) = 1 := matrix_rep_trivial hE f g
  have h2 : levelRep ρ H hH E g = 1 := φ.injective (h1.trans (map_one φ).symm)
  exact congrArg Subtype.val (LinearMap.congr_fun h2 ⟨ψ, hψ⟩)

/-- A finitely degenerate level containing a state vector that some rotation changes is at least
threefold degenerate. -/
theorem three_le_degeneracy (ρ : Icosa →* End ℂ V) (H : End ℂ V)
    (hH : IsSymmetric ρ H) (E : ℂ) [FiniteDimensional ℂ (End.eigenspace H E)]
    {ψ : V} (hψ : ψ ∈ End.eigenspace H E) {g : Icosa} (hg : ρ g ψ ≠ ψ) :
    3 ≤ finrank ℂ (End.eigenspace H E) := by
  by_contra h
  exact hg (level_totally_symmetric ρ H hH E (by omega) hψ g)

/-- The action of I permuting five abstract sites, each carrying two orbitals. -/
def siteRep : Icosa →* End ℂ (Fin 5 → Fin 2 → ℂ) where
  toFun g := LinearMap.funLeft ℂ (Fin 2 → ℂ) (fun i => (g⁻¹ : Icosa).1 i)
  map_one' := LinearMap.ext fun ψ => funext fun i => by
    change ψ ((1⁻¹ : Icosa).1 i) = ψ i
    simp
  map_mul' g k := LinearMap.ext fun ψ => funext fun i => by
    change ψ (((g * k)⁻¹ : Icosa).1 i) = ψ ((k⁻¹ : Icosa).1 ((g⁻¹ : Icosa).1 i))
    rw [mul_inv_rev]; rfl

/-- Hopping with unit amplitude between all pairs of sites, including an equal on-site term. -/
def hopping : End ℂ (Fin 5 → Fin 2 → ℂ) where
  toFun ψ := fun _ => ∑ j, ψ j
  map_add' ψ χ := by funext i; simp [Finset.sum_add_distrib]
  map_smul' c ψ := by funext i; simp [Finset.smul_sum]

/-- The state with opposite amplitudes on the first two sites, equal in both orbitals. -/
def oddState : Fin 5 → Fin 2 → ℂ := fun i _ => ![1, -1, 0, 0, 0] i

/-- The five-site hopping Hamiltonian is I-symmetric, its level at energy 5 is twofold, and its
level at energy 0 contains a vector that is not fixed by a half-turn. -/
theorem hopping_witness : IsSymmetric siteRep hopping ∧
    finrank ℂ (End.eigenspace hopping 5) = 2 ∧
    oddState ∈ End.eigenspace hopping 0 ∧ siteRep halfTurn oddState ≠ oddState := by
  refine ⟨fun g => LinearMap.ext fun ψ => funext fun i => ?_, ?_, ?_, ?_⟩
  · change ∑ j, ψ ((g⁻¹ : Icosa).1 j) = ∑ j, ψ j
    exact Equiv.sum_comp (g⁻¹ : Icosa).1 ψ
  · -- the level at energy 5 consists of the states equal on all sites
    let c : (Fin 2 → ℂ) →ₗ[ℂ] (Fin 5 → Fin 2 → ℂ) := LinearMap.pi fun _ => LinearMap.id
    have hc : End.eigenspace hopping 5 = LinearMap.range c := by
      ext ψ
      rw [End.mem_eigenspace_iff, LinearMap.mem_range]
      constructor
      · intro h
        refine ⟨ψ 0, funext fun i => ?_⟩
        have h0 : ∑ j, ψ j = (5 : ℂ) • ψ 0 := congrFun h 0
        have hi : ∑ j, ψ j = (5 : ℂ) • ψ i := congrFun h i
        exact smul_right_injective (Fin 2 → ℂ) (by norm_num : (5 : ℂ) ≠ 0) (h0.symm.trans hi)
      · rintro ⟨v, rfl⟩
        funext i
        change ∑ _j : Fin 5, v = (5 : ℂ) • v
        rw [Fin.sum_univ_five]
        module
    have hinj : Function.Injective c := fun v w h => congrFun h 0
    rw [hc, LinearMap.finrank_range_of_inj hinj]
    simp
  · rw [End.mem_eigenspace_iff]
    funext i k
    change (∑ j, oddState j) k = (0 : ℂ) * oddState i k
    rw [Finset.sum_apply, Fin.sum_univ_five]
    simp [oddState]
  · intro h
    have h0 : oddState ((halfTurn⁻¹ : Icosa).1 0) 0 = oddState 0 0 := congrFun (congrFun h 0) 0
    have e : (halfTurn⁻¹ : Icosa).1 0 = 1 := by decide
    rw [e] at h0
    norm_num [oddState] at h0

end

end IcosahedralDegeneracy
```

```lean
#print axioms IcosahedralDegeneracy.hom_GL_two_trivial
#print axioms IcosahedralDegeneracy.level_totally_symmetric
#print axioms IcosahedralDegeneracy.three_le_degeneracy
```

```
'IcosahedralDegeneracy.hom_GL_two_trivial' depends on axioms: [propext, Classical.choice, Quot.sound]
'IcosahedralDegeneracy.level_totally_symmetric' depends on axioms: [propext, Classical.choice, Quot.sound]
'IcosahedralDegeneracy.three_le_degeneracy' depends on axioms: [propext, Classical.choice, Quot.sound]
```

## Scope of the theorems and how the file reaches them

`Icosa` is the alternating group on five letters. Its identification with the rotations of a solid in space is an input, as is the reading of two double transpositions as half-turns. A spinless symmetry action is a homomorphism `ρ` into the linear operators on a complex space `V`, and a level is `End.eigenspace H E`. `V` may be infinite-dimensional, but `H` must be defined on all of it; `H` need not be Hermitian. Spin-½ rotations are not covered: there a half-turn squares to $-1$.

`trivial_of_commuting_images` is the simplicity argument; its `rcases` separates the two possible kernels. `involution_eq_one_or_neg_one` does the matrix algebra, with `linear_combination` combining the entry equations. `matrix_rep_trivial` treats dimensions 0, 1 and 2, and `hom_GL_two_trivial` states the result for invertible matrices. `levelRep` restricts the action to a level, `level_totally_symmetric` chooses the basis, and `three_le_degeneracy` is the contrapositive.

When stating such a bound, it is easy to forget the `FiniteDimensional` hypothesis. Lean's `finrank` is 0 for an infinite-dimensional space, so an infinitely degenerate level would pass the test `≤ 2`.

`hopping_witness` supplies an example: five sites with two orbitals each, and unit amplitude between all sites, on-site term included. Each hop keeps the orbital, so the two orbitals are not coupled. The sites are abstract labels, not atoms of a molecule: no five points in space are permuted in this way by the icosahedral rotations. The level at energy 5 consists of the states equal on all sites and is exactly twofold. At energy 0 lies the unnormalised vector `oddState`, with amplitudes $1$ on site 0 and $-1$ on site 1 in both orbitals, and zero elsewhere. `halfTurn` exchanges these two sites and reverses the sign of the vector. The physical state is the same, but the vector has changed, so this level is at least threefold. It is in fact eightfold: the amplitudes must sum to zero in each orbital, which leaves $10-2=8$ dimensions.
